# The elements (1 + i g_j g_(j+1))/√2 of a Majorana chain satisfy the Temperley-Lieb relations with loop weight √2

If g_0, …, g_n are Majorana generators in a complex algebra, normalised so that each squares to 1 and distinct ones anticommute, the elements e_j = (1 + i g_j g_(j+1))/√2 satisfy e_j² = √2 e_j, satisfy e_j e_k e_j = e_j when j and k differ by one, and commute when j and k differ by two or more. The face operators (cos u − sin u) + √2 sin u e_j built from them satisfy the Yang-Baxter equation on neighbouring bonds for all complex spectral parameters.

```lean
import Mathlib

open scoped Kronecker

noncomputable section

namespace MajoranaTemperleyLieb

variable {A : Type*} [Ring A] [Algebra ℂ A] {n : ℕ}

/-- Majorana generators: each squares to one and distinct ones anticommute. -/
structure IsMajorana {m : ℕ} (g : Fin m → A) : Prop where
  sq : ∀ i, g i * g i = 1
  anti : ∀ i j, i ≠ j → g i * g j = -(g j * g i)

/-- The loop weight `√2`, as a complex number. -/
def loopWeight : ℂ := (Real.sqrt 2 : ℝ)

/-- The bond operator `i g_j g_(j+1)` of a chain of `n + 1` Majorana modes. -/
def bond (g : Fin (n + 1) → A) (j : Fin n) : A :=
  Complex.I • (g j.castSucc * g j.succ)

/-- The Temperley-Lieb element `e_j = (1 + i g_j g_(j+1)) / √2`. -/
def tl (g : Fin (n + 1) → A) (j : Fin n) : A :=
  loopWeight⁻¹ • (1 + bond g j)

/-- The face operator `(cos u - sin u) + √2 sin u e_j` with spectral parameter `u`. -/
def face (g : Fin (n + 1) → A) (j : Fin n) (u : ℂ) : A :=
  (Complex.cos u - Complex.sin u) • (1 : A) + (loopWeight * Complex.sin u) • tl g j

/-- Two bonds of the chain are neighbours if their positions differ by one. -/
def Adjacent (j k : Fin n) : Prop := (j : ℕ) + 1 = k ∨ (k : ℕ) + 1 = j

/-- The loop weight squares to two. -/
theorem loopWeight_mul_self : loopWeight * loopWeight = 2 := by
  unfold loopWeight
  rw [← Complex.ofReal_mul, Real.mul_self_sqrt (by norm_num)]
  norm_num

private theorem loopWeight_ne_zero : loopWeight ≠ 0 := by
  intro h
  have h2 := loopWeight_mul_self
  rw [h] at h2
  norm_num at h2

private theorem bond_sq {g : Fin (n + 1) → A} (hg : IsMajorana g) (j : Fin n) :
    bond g j * bond g j = 1 := by
  have key : ∀ a b : A, a * a = 1 → b * b = 1 → b * a = -(a * b) →
      a * b * (a * b) = -1 := by
    intro a b ha hb hba
    calc a * b * (a * b) = a * (b * a) * b := by simp only [mul_assoc]
      _ = a * (-(a * b)) * b := by rw [hba]
      _ = -((a * a) * (b * b)) := by simp only [mul_neg, neg_mul, mul_assoc]
      _ = -1 := by rw [ha, hb, mul_one]
  unfold bond
  rw [smul_mul_smul_comm, key _ _ (hg.sq _) (hg.sq _)
    (hg.anti _ _ (Fin.ne_of_val_ne (show (j : ℕ) + 1 ≠ (j : ℕ) by omega))), Complex.I_mul_I]
  simp

private theorem bond_anticomm {g : Fin (n + 1) → A} (hg : IsMajorana g) {j k : Fin n}
    (h : Adjacent j k) : bond g j * bond g k = -(bond g k * bond g j) := by
  have key : ∀ a b c : A, b * b = 1 → a * b = -(b * a) → c * b = -(b * c) →
      c * a = -(a * c) → a * b * (b * c) = -(b * c * (a * b)) := by
    intro a b c hb hab hcb hca
    have h1 : a * b * (b * c) = a * c := by
      calc a * b * (b * c) = a * (b * b) * c := by simp only [mul_assoc]
        _ = a * c := by rw [hb, mul_one]
    have h2 : b * c * (a * b) = -(a * c) := by
      calc b * c * (a * b) = b * c * (-(b * a)) := by rw [hab]
        _ = -(b * (c * b) * a) := by simp only [mul_neg, mul_assoc]
        _ = -(b * (-(b * c)) * a) := by rw [hcb]
        _ = b * b * (c * a) := by simp only [mul_neg, neg_mul, neg_neg, mul_assoc]
        _ = -(a * c) := by rw [hb, one_mul, hca]
    rw [h1, h2, neg_neg]
  -- the two bonds share the middle Majorana mode
  have step : ∀ j k : Fin n, (j : ℕ) + 1 = k →
      bond g j * bond g k = -(bond g k * bond g j) := by
    intro j k h
    have hk : k.castSucc = j.succ := Fin.ext (show (k : ℕ) = (j : ℕ) + 1 by omega)
    unfold bond
    rw [hk, smul_mul_smul_comm, smul_mul_smul_comm, key _ _ _ (hg.sq _)
      (hg.anti _ _ (Fin.ne_of_val_ne (show (j : ℕ) ≠ (j : ℕ) + 1 by omega)))
      (hg.anti _ _ (Fin.ne_of_val_ne (show (k : ℕ) + 1 ≠ (j : ℕ) + 1 by omega)))
      (hg.anti _ _ (Fin.ne_of_val_ne (show (k : ℕ) + 1 ≠ (j : ℕ) by omega))), smul_neg]
  rcases h with h | h
  · exact step j k h
  · rw [step k j h, neg_neg]

/-- Each Temperley-Lieb element squares to `√2` times itself: `e_j² = √2 e_j`. -/
theorem tl_sq {g : Fin (n + 1) → A} (hg : IsMajorana g) (j : Fin n) :
    tl g j * tl g j = loopWeight • tl g j := by
  have hb : (1 + bond g j) * (1 + bond g j) = (2 : ℂ) • (1 + bond g j) := by
    simp only [mul_add, add_mul, one_mul, mul_one, bond_sq hg]
    module
  have h0 := loopWeight_ne_zero
  unfold tl
  rw [smul_mul_smul_comm, hb, smul_smul, smul_smul, ← loopWeight_mul_self]
  congr 1
  field_simp

/-- Neighbouring Temperley-Lieb elements satisfy `e_j e_k e_j = e_j`. -/
theorem tl_mul_tl_mul_tl {g : Fin (n + 1) → A} (hg : IsMajorana g) {j k : Fin n}
    (h : Adjacent j k) : tl g j * tl g k * tl g j = tl g j := by
  have hb := bond_sq hg j
  have hbc := bond_anticomm hg h
  have h0 := loopWeight_ne_zero
  unfold tl
  generalize bond g j = b at *
  generalize bond g k = c at *
  have hbcb : b * c * b = -c := by rw [hbc, neg_mul, mul_assoc, hb, mul_one]
  -- the terms containing the middle bond cancel
  have hx : (1 + b) * (1 + c) * (1 + b) = (2 : ℂ) • (1 + b) := by
    simp only [mul_add, add_mul, one_mul, mul_one, hbcb, hb]
    rw [hbc]
    module
  rw [smul_mul_smul_comm, smul_mul_smul_comm, hx, smul_smul, ← loopWeight_mul_self]
  congr 1
  field_simp

/-- Temperley-Lieb elements at distance two or more commute. -/
theorem tl_commute {g : Fin (n + 1) → A} (hg : IsMajorana g) {j k : Fin n}
    (h : (j : ℕ) + 2 ≤ k ∨ (k : ℕ) + 2 ≤ j) : Commute (tl g j) (tl g k) := by
  -- a product of two Majoranas commutes with any third one
  have key : ∀ a b c : A, a * c = -(c * a) → b * c = -(c * b) → Commute (a * b) c := by
    intro a b c hac hbc
    change a * b * c = c * (a * b)
    rw [mul_assoc, hbc, mul_neg, ← mul_assoc, hac, neg_mul, neg_neg, mul_assoc]
  have h1 := key _ _ _
    (hg.anti j.castSucc k.castSucc (Fin.ne_of_val_ne (show (j : ℕ) ≠ (k : ℕ) by omega)))
    (hg.anti j.succ k.castSucc (Fin.ne_of_val_ne (show (j : ℕ) + 1 ≠ (k : ℕ) by omega)))
  have h2 := key _ _ _
    (hg.anti j.castSucc k.succ (Fin.ne_of_val_ne (show (j : ℕ) ≠ (k : ℕ) + 1 by omega)))
    (hg.anti j.succ k.succ (Fin.ne_of_val_ne (show (j : ℕ) + 1 ≠ (k : ℕ) + 1 by omega)))
  have hb : Commute (bond g j) (bond g k) :=
    ((h1.mul_right h2).smul_left Complex.I).smul_right Complex.I
  exact (((Commute.one_left _).add_left
    ((Commute.one_right _).add_right hb)).smul_left _).smul_right _

/-- The elements `e_j = (1 + i g_j g_(j+1)) / √2` of a Majorana chain satisfy the
Temperley-Lieb relations with loop weight `√2`. -/
theorem temperley_lieb {g : Fin (n + 1) → A} (hg : IsMajorana g) :
    (∀ j, tl g j * tl g j = loopWeight • tl g j) ∧
    (∀ j k, Adjacent j k → tl g j * tl g k * tl g j = tl g j) ∧
    (∀ j k : Fin n, (j : ℕ) + 2 ≤ k ∨ (k : ℕ) + 2 ≤ j →
      tl g j * tl g k = tl g k * tl g j) :=
  ⟨tl_sq hg, fun _ _ h => tl_mul_tl_mul_tl hg h, fun _ _ h => tl_commute hg h⟩

/-- In terms of the bond operator, the face operator is `cos u + sin u (i g_j g_(j+1))`. -/
theorem face_eq (g : Fin (n + 1) → A) (j : Fin n) (u : ℂ) :
    face g j u = Complex.cos u • (1 : A) + Complex.sin u • bond g j := by
  have h0 := loopWeight_ne_zero
  have h : loopWeight * Complex.sin u * loopWeight⁻¹ = Complex.sin u := by field_simp
  unfold face tl
  rw [smul_smul, h]
  module

/-- The face operators on neighbouring bonds satisfy the Yang-Baxter equation
for all complex spectral parameters. -/
theorem yang_baxter {g : Fin (n + 1) → A} (hg : IsMajorana g) {j k : Fin n}
    (h : Adjacent j k) (u v : ℂ) :
    face g j u * face g k (u + v) * face g j v =
      face g k v * face g j (u + v) * face g k u := by
  -- a triple product written as a linear combination of 1, b, c and bc
  have key : ∀ b c : A, b * b = 1 → c * b = -(b * c) → ∀ p q x y r s : ℂ,
      (p • (1 : A) + q • b) * (x • (1 : A) + y • c) * (r • (1 : A) + s • b) =
        (x * (p * r + q * s)) • (1 : A) + (x * (p * s + q * r)) • b +
          (y * (p * r - q * s)) • c + (y * (q * r - p * s)) • (b * c) := by
    intro b c hb hcb p q x y r s
    have hbcb : b * c * b = -c := by
      rw [mul_assoc, hcb, mul_neg, ← mul_assoc, hb, one_mul]
    simp only [mul_add, add_mul, smul_mul_assoc, mul_smul_comm, one_mul, mul_one,
      smul_add, smul_smul, hbcb, hb, hcb, smul_neg]
    module
  have hbc := bond_anticomm hg h
  have hcb : bond g k * bond g j = -(bond g j * bond g k) := by rw [hbc, neg_neg]
  simp only [face_eq]
  rw [key _ _ (bond_sq hg j) hcb, key _ _ (bond_sq hg k) hbc, hcb,
    Complex.sin_add, Complex.cos_add]
  module

/-- Inversion relation: face operators with opposite spectral parameters multiply
to the scalar `cos 2u`. -/
theorem face_inversion {g : Fin (n + 1) → A} (hg : IsMajorana g) (j : Fin n) (u : ℂ) :
    face g j u * face g j (-u) = Complex.cos (2 * u) • (1 : A) := by
  rw [face_eq, face_eq, Complex.cos_neg, Complex.sin_neg, Complex.cos_two_mul']
  simp only [mul_add, add_mul, smul_mul_assoc, mul_smul_comm, one_mul, mul_one,
    smul_add, smul_smul, bond_sq hg]
  module

/-- The Pauli matrix `X`. -/
def pauliX : Matrix (Fin 2) (Fin 2) ℂ := !![0, 1; 1, 0]

/-- The Pauli matrix `Y`. -/
def pauliY : Matrix (Fin 2) (Fin 2) ℂ := !![0, -Complex.I; Complex.I, 0]

/-- The Pauli matrix `Z`. -/
def pauliZ : Matrix (Fin 2) (Fin 2) ℂ := !![1, 0; 0, -1]

/-- The four two-qubit matrices `X⊗1, Y⊗1, Z⊗X, Z⊗Y`. -/
def twoQubit : Fin 4 → Matrix (Fin 2 × Fin 2) (Fin 2 × Fin 2) ℂ :=
  ![pauliX ⊗ₖ 1, pauliY ⊗ₖ 1, pauliZ ⊗ₖ pauliX, pauliZ ⊗ₖ pauliY]

/-- The two-qubit matrices `X⊗1, Y⊗1, Z⊗X, Z⊗Y` are Majorana generators. -/
theorem isMajorana_witness : IsMajorana twoQubit := by
  have xx : pauliX * pauliX = 1 := by
    ext i j; fin_cases i <;> fin_cases j <;> simp [pauliX, Matrix.mul_apply]
  have yy : pauliY * pauliY = 1 := by
    ext i j; fin_cases i <;> fin_cases j <;> simp [pauliY, Matrix.mul_apply]
  have zz : pauliZ * pauliZ = 1 := by
    ext i j; fin_cases i <;> fin_cases j <;> simp [pauliZ, Matrix.mul_apply]
  have yx : pauliY * pauliX = -(pauliX * pauliY) := by
    ext i j; fin_cases i <;> fin_cases j <;> simp [pauliX, pauliY, Matrix.mul_apply]
  have zx : pauliZ * pauliX = -(pauliX * pauliZ) := by
    ext i j; fin_cases i <;> fin_cases j <;> simp [pauliX, pauliZ, Matrix.mul_apply]
  have zy : pauliZ * pauliY = -(pauliY * pauliZ) := by
    ext i j; fin_cases i <;> fin_cases j <;> simp [pauliY, pauliZ, Matrix.mul_apply]
  have nl : ∀ P Q : Matrix (Fin 2) (Fin 2) ℂ, (-P) ⊗ₖ Q = -(P ⊗ₖ Q) := by
    intro P Q; ext i j; simp [Matrix.kroneckerMap_apply]
  have nr : ∀ P Q : Matrix (Fin 2) (Fin 2) ℂ, P ⊗ₖ (-Q) = -(P ⊗ₖ Q) := by
    intro P Q; ext i j; simp [Matrix.kroneckerMap_apply]
  constructor
  · intro i
    fin_cases i <;> simp [twoQubit, ← Matrix.mul_kronecker_mul, xx, yy, zz]
  · intro i j h
    fin_cases i <;> fin_cases j <;> first
      | exact absurd rfl h
      | simp [twoQubit, ← Matrix.mul_kronecker_mul, zz, yx, zx, zy, nl, nr]

end MajoranaTemperleyLieb
```

```lean
#print axioms MajoranaTemperleyLieb.temperley_lieb
#print axioms MajoranaTemperleyLieb.yang_baxter
#print axioms MajoranaTemperleyLieb.face_inversion
```

```
'MajoranaTemperleyLieb.temperley_lieb' depends on axioms: [propext, Classical.choice, Quot.sound]
'MajoranaTemperleyLieb.yang_baxter' depends on axioms: [propext, Classical.choice, Quot.sound]
'MajoranaTemperleyLieb.face_inversion' depends on axioms: [propext, Classical.choice, Quot.sound]
```

## Generators, bonds and face operators

The algebra `A` is any associative algebra with unit over ℂ. It may be a matrix algebra, but no dimension, inner product or adjoint is assumed. The hypothesis `IsMajorana g` says that each generator squares to one and that distinct generators anticommute:

g_i² = 1,  g_i g_j = −g_j g_i for i ≠ j.

This fixes the normalisation in which a Majorana operator squares to 1 and not to 1/2.

A chain of n + 1 generators has n bonds, numbered from 0 to n − 1. In Lean, `j.castSucc` and `j.succ` are the left and right ends of bond `j`, so `bond g j` is

b_j = i g_j g_(j+1),

and `tl g j` is e_j = (1 + b_j)/√2. The number √2 is `loopWeight`, the positive real root regarded as a complex number. It is the factor in e_j² = √2 e_j; when Temperley-Lieb elements are drawn as diagrams of strands, this factor is the weight given to each closed loop that a product creates. `Adjacent j k` means that the positions differ by one, in either order.

The theorem `temperley_lieb` collects the three relations. `yang_baxter` states, for adjacent j and k and with F_j(u) written for `face g j u`,

F_j(u) F_k(u+v) F_j(v) = F_k(v) F_j(u+v) F_k(u).

`face_inversion` adds F_j(u) F_j(−u) = cos 2u. Finally, `isMajorana_witness` shows that X⊗1, Y⊗1, Z⊗X and Z⊗Y are Majorana generators, so the hypothesis is realised on two qubits.

The theorem establishes relations between particular elements, not an isomorphism with the abstract Temperley-Lieb algebra. For adjacent j and k, the Majorana elements also obey

e_j e_k + e_k e_j = √2 (e_j + e_k) − 1,

which does not follow from the Temperley-Lieb relations.

## The Ising chain behind the bonds

For the two-qubit generators in the file, the three bonds are −Z⊗1, −X⊗X and −1⊗Z. Their sum is the two-site transverse-field Ising Hamiltonian with equal coupling and field. Longer Jordan-Wigner chains with an even number of generators continue the same pattern. These identifications are commentary on the file and not theorems in it.

The result therefore bears on the algebra of the open Ising chain at equal coupling and field, a non-interacting model because its Hamiltonian is quadratic in Majorana operators. The Yang-Baxter equation is the local relation used to build commuting transfer matrices in lattice models. The file proves this local relation but constructs no transfer matrix, conserved charges or spectrum.

The smallest chains show where each relation enters. For n = 0 there is one generator and no bond, so the relations are vacuous. For n = 1 only e_0² = √2 e_0 has content. Neighbouring bonds first occur at n = 2, and a distant pair, bonds 0 and 2, at n = 3, which is the size of the two-qubit example.

Hermiticity of e_j is not stated in the file, because the algebra carries no adjoint. When the g_i are Hermitian matrices, as in the two-qubit example, e_j is Hermitian too, since the adjoint of i g_j g_(j+1) is −i g_(j+1) g_j = i g_j g_(j+1).

## From anticommutation to the three relations

A bond squares to one, because exchanging the two middle generators gives a sign that cancels i²:

b_j² = −g_j g_(j+1) g_j g_(j+1) = g_j² g_(j+1)² = 1.

This is `bond_sq`. For neighbouring bonds, take k = j + 1. Then

b_j b_k = −g_j g_(j+1) g_(j+1) g_(j+2) = −g_j g_(j+2).

In the opposite order, moving the last g_(j+1) past two generators costs no net sign:

b_k b_j = −g_(j+1) g_(j+2) g_j g_(j+1) = −g_(j+2) g_j = g_j g_(j+2).

Hence b_j b_k = −b_k b_j. The lemma `bond_anticomm` proves this after identifying the shared generator, and obtains the case k + 1 = j by exchanging the two bonds.

Write b = b_j and c = b_k. The first Temperley-Lieb relation follows from

(1 + b)² = 1 + 2b + b² = 2(1 + b),

e_j² = (1/2) · 2(1 + b) = 1 + b = √2 e_j.

Thus e_j/√2 = (1 + b)/2 is idempotent. In `tl_sq`, `module` collects the terms of the square and `field_simp` settles the factors of √2.

For the second relation, anticommutation gives bcb = −c b² = −c, so the terms containing c cancel:

(1 + b)c(1 + b) = c + bc + cb + bcb = 0.

Therefore

(1 + b)(1 + c)(1 + b) = (1 + b)² + (1 + b)c(1 + b) = 2(1 + b).

Dividing by (√2)³ = 2√2 gives e_j e_k e_j = (1 + b)/√2 = e_j. The proof of `tl_mul_tl_mul_tl` replaces the bonds by letters with `generalize` and then makes this expansion.

If the positions differ by at least two, the bonds have no generator in common. Moving a generator of bond k past the pair g_j g_(j+1) produces two minus signs, so it commutes with the pair. Both generators of bond k do so, and b_j and b_k commute. Adding 1 and multiplying by a scalar preserve this. The local statement `key` in `tl_commute` is the two-sign argument, applied once to each generator of bond k.

## The Yang-Baxter equation from the addition theorems

Substituting e_j into the face operator removes the √2:

F_j(u) = cos u − sin u + sin u (1 + b) = cos u + sin u b.

This is `face_eq`. For complex numbers p, q, x, y, r and s, the relations b² = 1 and cb = −bc give

(p + q b)(x + y c)(r + s b)
= x(pr + qs) + x(ps + qr) b + y(pr − qs) c + y(qr − ps) bc.

The statement `key` in `yang_baxter` is this identity. Put p = cos u, q = sin u, x = cos(u+v), y = sin(u+v), r = cos v and s = sin v. The left side of the Yang-Baxter equation becomes

cos(u+v) cos(u−v) + cos(u+v) sin(u+v) (b + c) + sin(u+v) sin(u−v) bc.

The right side follows by exchanging b with c and u with v:

cos(u+v) cos(v−u) + cos(u+v) sin(u+v) (b + c) + sin(u+v) sin(v−u) cb.

The first terms agree because cosine is even. The last terms agree because sin(v−u) and cb both change sign relative to sin(u−v) and bc. Lean uses `key` once for each side, expands the functions of u + v, and lets `module` compare coefficients.

The inversion relation is a difference of squares:

(cos u + sin u b)(cos u − sin u b) = cos² u − sin² u = cos 2u.

At u = π/4 the face operator is e_j itself, and the product vanishes.

For the two-qubit example, the proof checks the required Pauli products entry by entry. The rule (P⊗Q)(R⊗S) = PR⊗QS then reduces every pair of generators to those products.
